# A two-site Holstein electron on a classical lattice self-traps exactly when $g^2 > Kt$

A: Take one electron on two sites, with hopping $t$ and site energies $gx$ and $-gx$ set by a single classical distortion $x$ of stiffness $K$; the constants $t$, $g$ and $K$ are positive. Its adiabatic energy
$$E(x)=\tfrac12Kx^2-\sqrt{t^2+g^2x^2}$$
has the minimum $-t$ over real $x$ if $g^2\le Kt$, and $-\dfrac{g^2}{2K}-\dfrac{Kt^2}{2g^2}$ if $g^2>Kt$. The undistorted lattice is a global minimiser if and only if $g^2\le Kt$.

Q: That is a minimisation of a function of one variable. What makes it a statement about an electron?

A: The function is derived from a Hamiltonian. Let $\psi_0,\psi_1$ be the complex amplitudes on the two sites. The distortion raises one site energy by $gx$ and lowers the other by the same amount, so
$$H(x)=\begin{pmatrix}gx&-t\\-t&-gx\end{pmatrix}.$$
Here $g$ is the shift of a site energy per unit of distortion, $t$ sets how strongly the electron gains energy by spreading over both sites, and $K$ is the harmonic restoring stiffness of the lattice. The total energy is $\tfrac12Kx^2+\langle\psi|H(x)|\psi\rangle$, and $E(x)$ is its minimum over normalised states at fixed $x$. The file begins with the matrix.

```lean
import Mathlib

open Matrix

namespace TwoSiteHolsteinPolaron

noncomputable section

/-- Electron Hamiltonian on two sites: hopping `-t` and site energies `g x` and `-g x`
produced by the lattice distortion `x`. -/
def electronHamiltonian (t g x : ℝ) : Matrix (Fin 2) (Fin 2) ℂ :=
  !![((g * x : ℝ) : ℂ), -(t : ℂ); -(t : ℂ), -((g * x : ℝ) : ℂ)]
```

Q: And the total energy? I see a real part being taken in the code, which makes me suspicious.

A: The expression `star ψ ⬝ᵥ (electronHamiltonian t g x *ᵥ ψ)` is $\langle\psi|H|\psi\rangle$, a complex number as far as its type is concerned. Since $H$ is Hermitian its imaginary part vanishes, so `.re` only changes the type and loses nothing. The state is any function `Fin 2 → ℂ`; normalisation is imposed later, in the theorem that needs it.

```lean
/-- Elastic energy of the distortion `x` plus the expectation value of the electron
Hamiltonian in the state `ψ`. -/
def totalEnergy (K t g x : ℝ) (ψ : Fin 2 → ℂ) : ℝ :=
  K * x ^ 2 / 2 + (star ψ ⬝ᵥ (electronHamiltonian t g x *ᵥ ψ)).re

/-- The adiabatic energy surface `K x² / 2 - √(t² + g² x²)` of the distortion `x`. -/
def adiabaticEnergy (K t g x : ℝ) : ℝ :=
  K * x ^ 2 / 2 - √(t ^ 2 + g ^ 2 * x ^ 2)
```

Q: So `adiabaticEnergy` is a separate definition. What ties it to `totalEnergy`?

A: A theorem does, and it starts from the expectation value in components:
$$\langle\psi|H|\psi\rangle=gx\left(|\psi_0|^2-|\psi_1|^2\right)-2t\,\mathrm{Re}(\psi_0^*\psi_1).$$
In Lean the same formula is written with real and imaginary parts. The proof unfolds the matrix product and leaves the rest to `ring`.

```lean
/-- The total energy written out in the real and imaginary parts of the two site amplitudes. -/
theorem totalEnergy_eq (K t g x : ℝ) (ψ : Fin 2 → ℂ) :
    totalEnergy K t g x ψ = K * x ^ 2 / 2
      + g * x * ((ψ 0).re ^ 2 + (ψ 0).im ^ 2 - (ψ 1).re ^ 2 - (ψ 1).im ^ 2)
      - 2 * t * ((ψ 0).re * (ψ 1).re + (ψ 0).im * (ψ 1).im) := by
  simp [totalEnergy, electronHamiltonian, Matrix.mulVec, dotProduct, Fin.sum_univ_two]
  ring
```

Q: I would now diagonalise $H$ and take the lower eigenvalue.

A: That gives $-s$ with $s=\sqrt{t^2+g^2x^2}$. The file reaches the same value without spectral theory. Since $t>0$, we have $s>|gx|$, hence $s+gx>0$. For a normalised state, write $s=s(|\psi_0|^2+|\psi_1|^2)$ and multiply out, using $(s+gx)(s-gx)=t^2$:
$$\begin{aligned}(s+gx)\left(\langle H\rangle+s\right)&=(s+gx)^2|\psi_0|^2+t^2|\psi_1|^2-2t(s+gx)\,\mathrm{Re}(\psi_0^*\psi_1)\\&=\left|(s+gx)\psi_0-t\psi_1\right|^2\ge0.\end{aligned}$$
Therefore $\langle H\rangle\ge-s$. Equality holds when $(s+gx)\psi_0=t\psi_1$, which the normalised bonding state satisfies:
$$(\psi_0,\psi_1)=\frac{(t,\;s+gx)}{\sqrt{t^2+(s+gx)^2}}.$$

Q: How does the Lean statement say "minimum over states"?

A: With `IsLeast`, applied to the set of all total energies of states obeying `‖ψ 0‖ ^ 2 + ‖ψ 1‖ ^ 2 = 1`. It means that the value belongs to the set and that no element lies below it. The proof has one part for each.

The root is first replaced by a letter `s`, of which only $s^2=t^2+g^2x^2$ and $s\ge0$ are kept. `hpos` is the positivity of $s+gx$, shown by contradiction. Membership uses the bonding state, with `c` as its normalisation factor. For the lower bound, `key` is the identity above, its squared modulus split into two real squares. The `linear_combination` calls name the multiples of the known equations that turn one side into the other.

```lean
/-- At fixed distortion, the adiabatic energy is the least total energy over all normalised
electron states. -/
theorem adiabaticEnergy_isLeast (K g x : ℝ) {t : ℝ} (ht : 0 < t) :
    IsLeast {E | ∃ ψ : Fin 2 → ℂ, ‖ψ 0‖ ^ 2 + ‖ψ 1‖ ^ 2 = 1 ∧ totalEnergy K t g x ψ = E}
      (adiabaticEnergy K t g x) := by
  have hs : √(t ^ 2 + g ^ 2 * x ^ 2) ^ 2 = t ^ 2 + g ^ 2 * x ^ 2 :=
    Real.sq_sqrt (by positivity)
  have hs0 : 0 ≤ √(t ^ 2 + g ^ 2 * x ^ 2) := Real.sqrt_nonneg _
  unfold adiabaticEnergy
  generalize √(t ^ 2 + g ^ 2 * x ^ 2) = s at hs hs0 ⊢
  have hpos : 0 < s + g * x := by
    by_contra h
    have h1 : 0 ≤ -(g * x) - s := by linarith
    have h2 : 0 ≤ s - g * x := by linarith
    have h3 := mul_nonneg h1 h2
    have h4 : 0 < t ^ 2 := by positivity
    nlinarith
  constructor
  · -- the bonding state, with amplitudes proportional to `t` and `s + g x`
    obtain ⟨c, hc⟩ : ∃ c : ℝ, c ^ 2 * (t ^ 2 + (s + g * x) ^ 2) = 1 :=
      ⟨√((t ^ 2 + (s + g * x) ^ 2)⁻¹), by
        rw [Real.sq_sqrt (by positivity), inv_mul_cancel₀ (by positivity)]⟩
    refine ⟨![((c * t : ℝ) : ℂ), ((c * (s + g * x) : ℝ) : ℂ)], ?_, ?_⟩
    · rw [Complex.sq_norm, Complex.sq_norm, Complex.normSq_apply, Complex.normSq_apply]
      simp only [Matrix.cons_val_zero, Matrix.cons_val_one, Complex.ofReal_re,
        Complex.ofReal_im]
      linear_combination hc
    · rw [totalEnergy_eq]
      simp only [Matrix.cons_val_zero, Matrix.cons_val_one, Complex.ofReal_re,
        Complex.ofReal_im]
      linear_combination c ^ 2 * (s + g * x) * hs - s * hc
  · rintro E ⟨ψ, hψ, rfl⟩
    rw [Complex.sq_norm, Complex.sq_norm, Complex.normSq_apply, Complex.normSq_apply] at hψ
    rw [totalEnergy_eq]
    generalize (ψ 0).re = p at hψ ⊢
    generalize (ψ 0).im = q at hψ ⊢
    generalize (ψ 1).re = r at hψ ⊢
    generalize (ψ 1).im = u at hψ ⊢
    -- the excess energy times `s + g x` is a sum of two squares
    have key : (s + g * x) * (g * x * (p ^ 2 + q ^ 2 - r ^ 2 - u ^ 2)
        - 2 * t * (p * r + q * u) + s)
        = ((s + g * x) * p - t * r) ^ 2 + ((s + g * x) * q - t * u) ^ 2 := by
      linear_combination (r ^ 2 + u ^ 2) * hs - (s + g * x) * s * hψ
    have h0 : 0 ≤ (s + g * x) * (g * x * (p ^ 2 + q ^ 2 - r ^ 2 - u ^ 2)
        - 2 * t * (p * r + q * u) + s) := by
      rw [key]
      positivity
    have h := (mul_nonneg_iff_of_pos_left hpos).1 h0
    linarith
```

Q: Fine, the energy surface is earned. Now the weak-coupling case. At $x=0$ I get $-t$ at once, but why is nothing lower?

A: Compare squares. For $x\ne0$ and $g^2\le Kt$,
$$\left(t+\tfrac12Kx^2\right)^2=t^2+Ktx^2+\tfrac14K^2x^4>t^2+g^2x^2.$$
Both $t+\tfrac12Kx^2$ and the root are non-negative, so $s<t+\tfrac12Kx^2$, which is $E(x)>-t$. The inequality is strict, so the undistorted minimum is unique, even at the threshold itself. In the proof, `h1` is the comparison of the quadratic terms, `h2` the positivity of the quartic one, and `Real.sqrt_lt'` turns the bound on the root into a bound on squares.

```lean
/-- Without distortion the adiabatic energy is `-t`. -/
theorem adiabaticEnergy_zero (K g : ℝ) {t : ℝ} (ht : 0 < t) :
    adiabaticEnergy K t g 0 = -t := by
  simp [adiabaticEnergy, Real.sqrt_sq ht.le]

/-- For `g² ≤ K t` every non-zero distortion has an adiabatic energy above `-t`. -/
theorem weak_coupling_lt {K t g x : ℝ} (hK : 0 < K) (ht : 0 < t)
    (h : g ^ 2 ≤ K * t) (hx : x ≠ 0) : -t < adiabaticEnergy K t g x := by
  have h1 : g ^ 2 * x ^ 2 ≤ K * t * x ^ 2 := mul_le_mul_of_nonneg_right h (sq_nonneg x)
  have h2 : 0 < (K * x ^ 2 / 2) ^ 2 := by positivity
  have h3 : √(t ^ 2 + g ^ 2 * x ^ 2) < t + K * x ^ 2 / 2 := by
    rw [Real.sqrt_lt' (by positivity)]
    nlinarith
  unfold adiabaticEnergy
  linarith
```

Q: And for strong coupling you set the derivative to zero?

A: That would find the stationary points, but a global minimum would still need an argument. Completing the square settles both together. Substitute $x^2=(s^2-t^2)/g^2$:
$$E=\frac{K(s^2-t^2)}{2g^2}-s=-\frac{g^2}{2K}-\frac{Kt^2}{2g^2}+\frac{K}{2g^2}\left(s-\frac{g^2}{K}\right)^2.$$
The last term is never negative, so the constant is a lower bound at every coupling. The Lean proof makes the same substitution, in its `hx`, and then clears denominators.

```lean
/-- The adiabatic energy as a constant plus a perfect square in `√(t² + g² x²)`. -/
theorem adiabaticEnergy_completed_square {K g : ℝ} (t x : ℝ) (hK : 0 < K) (hg : 0 < g) :
    adiabaticEnergy K t g x = -(g ^ 2 / (2 * K)) - K * t ^ 2 / (2 * g ^ 2)
      + K / (2 * g ^ 2) * (√(t ^ 2 + g ^ 2 * x ^ 2) - g ^ 2 / K) ^ 2 := by
  have hs : √(t ^ 2 + g ^ 2 * x ^ 2) ^ 2 = t ^ 2 + g ^ 2 * x ^ 2 :=
    Real.sq_sqrt (by positivity)
  unfold adiabaticEnergy
  generalize √(t ^ 2 + g ^ 2 * x ^ 2) = s at hs ⊢
  have hx : x ^ 2 = (s ^ 2 - t ^ 2) / g ^ 2 := by
    rw [eq_div_iff (by positivity)]
    linear_combination -hs
  rw [hx]
  field_simp
  ring
```

Q: A lower bound at every coupling, yet you claim it as the minimum only for $g^2>Kt$.

A: Because it has to be reached. That requires $s=g^2/K$, that is $t^2+g^2x^2=g^4/K^2$, or
$$x^2=\frac{g^2}{K^2}-\frac{t^2}{g^2}.$$
The right-hand side is positive exactly when $g^4>K^2t^2$, which for positive constants means $g^2>Kt$. Below the threshold no real $x$ satisfies the equation. At the threshold it gives $x=0$, and the two energy formulas agree there.

`polaron_energy_iff` is the equivalence between reaching the energy and this value of $x^2$. Its forward direction uses that a vanishing square has a vanishing base; its backward direction inserts $x^2$ and evaluates the root. `polaron_distortion_exists` then supplies a non-zero $x$, the positive root; its negative is the mirror-image distortion.

```lean
/-- The energy `-g²/(2K) - K t²/(2g²)` is reached exactly at the distortions with
`x² = g²/K² - t²/g²`. -/
theorem polaron_energy_iff {K g : ℝ} (t x : ℝ) (hK : 0 < K) (hg : 0 < g) :
    adiabaticEnergy K t g x = -(g ^ 2 / (2 * K)) - K * t ^ 2 / (2 * g ^ 2) ↔
      x ^ 2 = g ^ 2 / K ^ 2 - t ^ 2 / g ^ 2 := by
  have hs : √(t ^ 2 + g ^ 2 * x ^ 2) ^ 2 = t ^ 2 + g ^ 2 * x ^ 2 :=
    Real.sq_sqrt (by positivity)
  rw [adiabaticEnergy_completed_square t x hK hg]
  constructor
  · intro h
    have h0 : K / (2 * g ^ 2) * (√(t ^ 2 + g ^ 2 * x ^ 2) - g ^ 2 / K) ^ 2 = 0 := by
      linarith
    have hc : K / (2 * g ^ 2) ≠ 0 := by positivity
    have h1 := (pow_eq_zero_iff two_ne_zero).1 ((mul_eq_zero.1 h0).resolve_left hc)
    rw [sub_eq_zero.1 h1] at hs
    have h2 : x ^ 2 = ((g ^ 2 / K) ^ 2 - t ^ 2) / g ^ 2 := by
      rw [eq_div_iff (by positivity)]
      linear_combination -hs
    rw [h2]
    field_simp
  · intro h
    have h1 : t ^ 2 + g ^ 2 * x ^ 2 = (g ^ 2 / K) ^ 2 := by
      rw [h]
      field_simp
      ring
    rw [h1, Real.sqrt_sq (by positivity)]
    ring

/-- For `g² > K t` there is a non-zero distortion with `x² = g²/K² - t²/g²`. -/
theorem polaron_distortion_exists {K t g : ℝ} (hK : 0 < K) (ht : 0 < t) (hg : 0 < g)
    (h : K * t < g ^ 2) : ∃ x : ℝ, x ≠ 0 ∧ x ^ 2 = g ^ 2 / K ^ 2 - t ^ 2 / g ^ 2 := by
  have h1 : 0 < g ^ 2 / K ^ 2 - t ^ 2 / g ^ 2 := by
    rw [sub_pos, div_lt_div_iff₀ (by positivity) (by positivity)]
    nlinarith [mul_pos hK ht]
  exact ⟨√(g ^ 2 / K ^ 2 - t ^ 2 / g ^ 2), (Real.sqrt_pos.2 h1).ne', Real.sq_sqrt h1.le⟩
```

Q: Then the main theorem should be only assembly.

A: It is. `Set.range (adiabaticEnergy K t g)` is the set of values $E(x)$ for all real $x$, and the `if` holds the two formulas. `split_ifs` separates the cases. In the first, $x=0$ attains the value and the strict inequality bounds all other distortions. In the second, the distortion just found attains it and the completed square gives the bound.

```lean
/-- The minimum of the adiabatic energy over all distortions is `-t` for `g² ≤ K t` and
`-g²/(2K) - K t²/(2g²)` for `g² > K t`. -/
theorem adiabatic_minimum {K t g : ℝ} (hK : 0 < K) (ht : 0 < t) (hg : 0 < g) :
    IsLeast (Set.range (adiabaticEnergy K t g))
      (if g ^ 2 ≤ K * t then -t else -(g ^ 2 / (2 * K)) - K * t ^ 2 / (2 * g ^ 2)) := by
  split_ifs with h
  · refine ⟨⟨0, adiabaticEnergy_zero K g ht⟩, ?_⟩
    rintro _ ⟨x, rfl⟩
    by_cases hx : x = 0
    · rw [hx, adiabaticEnergy_zero K g ht]
    · exact (weak_coupling_lt hK ht h hx).le
  · obtain ⟨x, -, hx⟩ := polaron_distortion_exists hK ht hg (not_le.1 h)
    refine ⟨⟨x, (polaron_energy_iff t x hK hg).2 hx⟩, ?_⟩
    rintro _ ⟨y, rfl⟩
    rw [adiabaticEnergy_completed_square t y hK hg]
    exact le_add_of_nonneg_right (by positivity)
```

Q: You called it a self-trapping threshold. A minimum value that changes its formula is not yet a statement about trapping.

A: The last two theorems supply the comparison with the undistorted lattice. At a distorted minimum the energy gained is
$$E(0)-E(x)=-t+\frac{g^2}{2K}+\frac{Kt^2}{2g^2}=\frac{(g^2-Kt)^2}{2Kg^2}.$$
For $g^2>Kt$ this is positive, so $x=0$ cannot be a global minimiser; for $g^2\le Kt$ the main theorem says that it is one. `self_trapping_threshold` is this equivalence, with the first half argued by contradiction. "Self-trapping" therefore means that a distorted lattice has the lower energy. No theorem here speaks about site occupations, and the bonding state keeps some weight on both sites at any finite $x$.

```lean
/-- A distortion with `x² = g²/K² - t²/g²` lowers the adiabatic energy, relative to the
undistorted lattice, by `(g² - K t)²/(2 K g²)`. -/
theorem self_trapping_energy {K t g x : ℝ} (hK : 0 < K) (ht : 0 < t) (hg : 0 < g)
    (hx : x ^ 2 = g ^ 2 / K ^ 2 - t ^ 2 / g ^ 2) :
    adiabaticEnergy K t g 0 - adiabaticEnergy K t g x
      = (g ^ 2 - K * t) ^ 2 / (2 * K * g ^ 2) := by
  rw [(polaron_energy_iff t x hK hg).2 hx, adiabaticEnergy_zero K g ht]
  field_simp
  ring

/-- Self-trapping threshold: the undistorted lattice minimises the adiabatic energy if and
only if `g² ≤ K t`. -/
theorem self_trapping_threshold {K t g : ℝ} (hK : 0 < K) (ht : 0 < t) (hg : 0 < g) :
    (∀ x, adiabaticEnergy K t g 0 ≤ adiabaticEnergy K t g x) ↔ g ^ 2 ≤ K * t := by
  constructor
  · intro hmin
    by_contra h
    have h' : 0 < g ^ 2 - K * t := sub_pos.2 (not_le.1 h)
    obtain ⟨x, -, hx⟩ := polaron_distortion_exists hK ht hg (not_le.1 h)
    have h1 := self_trapping_energy hK ht hg hx
    have h2 : 0 < (g ^ 2 - K * t) ^ 2 / (2 * K * g ^ 2) := by positivity
    linarith [hmin x]
  · intro h x
    have h1 := (adiabatic_minimum hK ht hg).2 ⟨x, rfl⟩
    rw [if_pos h] at h1
    rwa [adiabaticEnergy_zero K g ht]

end

end TwoSiteHolsteinPolaron
```

```lean
#print axioms TwoSiteHolsteinPolaron.adiabaticEnergy_isLeast
#print axioms TwoSiteHolsteinPolaron.self_trapping_threshold
```

```
'TwoSiteHolsteinPolaron.adiabaticEnergy_isLeast' depends on axioms: [propext, Classical.choice, Quot.sound]
'TwoSiteHolsteinPolaron.self_trapping_threshold' depends on axioms: [propext, Classical.choice, Quot.sound]
```

Q: Holstein's model usually has quantum phonons and a whole lattice of sites. How much of it is left?

A: One electron, two sites and one classical coordinate. There is no lattice kinetic energy, so zero-point motion and tunnelling between the two mirror-image distortions are absent. The elastic energy is harmonic, the coupling is linear, and there is no electron–electron interaction. The sharp threshold belongs to this adiabatic picture.

Q: Does it still tell me anything about a polaron calculation in a supercell?

A: It shows the competition between delocalisation and lattice relaxation in a one-electron, two-site model, with every energy in closed form. Differentiating $E$ by hand also gives $E'(0)=0$ and $E''(0)=K-g^2/t$, so above the threshold a relaxation of this model started exactly at $x=0$ feels no force, although lower energies lie on both sides.

Q: My last doubt is the single coordinate. I would have given each site its own displacement.

A: That is a sound alternative, and it changes the constants. Take displacements $x_0,x_1$ with energy
$$\tfrac12K(x_0^2+x_1^2)+g\left(x_0|\psi_0|^2+x_1|\psi_1|^2\right)$$
plus the hopping term, and set $X=(x_0+x_1)/\sqrt2$ and $Y=(x_0-x_1)/\sqrt2$. Since $|\psi_0|^2+|\psi_1|^2=1$, the coupling becomes
$$\frac{g}{\sqrt2}X+\frac{g}{\sqrt2}Y\left(|\psi_0|^2-|\psi_1|^2\right).$$
The symmetric coordinate $X$ sees a constant force and contributes $-g^2/(4K)$ after minimisation, whatever the electron does. The antisymmetric coordinate $Y$ plays the role of our $x$, with $g$ replaced by $g/\sqrt2$. The threshold then reads $g^2=2Kt$, and the minimum energy is the earlier result with $g^2$ replaced by $g^2/2$ throughout, minus $g^2/(4K)$. So before comparing a value of $g$ with the threshold here, check that it refers to the antisymmetric coordinate, with site energies $\pm gx$ and elastic energy $\tfrac12Kx^2$.
